# Dot and cross products of vector operators

For ordinary vectors, the invariance of $\mathbf u\cdot\mathbf v$ under rotation and the vector character of $\mathbf u\times\mathbf v$ are taken for granted, and the familiar manipulations freely reorder components. For operators the reordering is not allowed in general. The rule $\mathbf u\times\mathbf u=0$ already fails for the Pauli matrices, where $\boldsymbol\sigma\times\boldsymbol\sigma=2i\boldsymbol\sigma$, so classical vector identities cannot be carried over on trust. Without a general statement, each term of a Hamiltonian such as $\mathbf L\cdot\mathbf S$ or $\mathbf p\cdot\mathbf p$ needs its own commutator calculation before one may say that it conserves total angular momentum, and each composite such as $\mathbf p\times\mathbf L$ needs nine commutators checked before it may be treated as a vector.

## Physical setting

Units have $\hbar=1$ and repeated indices are summed over $x,y,z$. Three operators $J_i$ are given, thought of as generators of rotations. A triple $V_j$ is a vector operator for $\mathbf J$ when
$$[J_i,V_j]=i\,\varepsilon_{ijk}V_k ,$$
an operator $S$ is a scalar operator when $[J_i,S]=0$, and an array $T_{jk}$ is a rank-2 Cartesian tensor operator when each index responds as a vector index,
$$[J_i,T_{jk}]=i\,\varepsilon_{ijl}T_{lk}+i\,\varepsilon_{ikl}T_{jl}.$$

In the one-electron central-field model of an atom, $\mathbf L$ and $\mathbf S$ are both vector operators for $\mathbf J=\mathbf L+\mathbf S$, so the spin–orbit factor $\mathbf L\cdot\mathbf S$ commutes with every $J_i$; this is the algebraic step behind blocking such a Hamiltonian by total angular momentum, and it does not extend to the full Hamiltonian of an electron in a molecular or crystal potential, which is not rotation invariant.

The hypothesis that both factors are vector operators for the same $\mathbf J$ cannot simply be dropped. Take $\mathbf J=\boldsymbol\sigma/2$, $\mathbf U=\boldsymbol\sigma$, and let $\mathbf V=(0,0,1)$ be a fixed direction, as for an external field. This $\mathbf V$ commutes with $\mathbf J$ and violates the vector rule, since $[J_x,V_y]=0$ while $iV_z\neq0$. Then $\mathbf U\cdot\mathbf V=\sigma_z$ and $[J_x,\sigma_z]=-i\sigma_y\neq0$.

## Statement

Let $A$ be an associative complex algebra with unit and let $J_i,U_i,V_i\in A$, with $\mathbf U$ and $\mathbf V$ vector operators for $\mathbf J$. Define the ordered products
$$\mathbf U\cdot\mathbf V=U_jV_j,\qquad(\mathbf U\times\mathbf V)_j=\varepsilon_{jkl}\,U_kV_l ,$$
with the $U$ factor always on the left. The theorem `dot_commutes_and_cross_vector` states two things: $J_i\,(\mathbf U\cdot\mathbf V)=(\mathbf U\cdot\mathbf V)\,J_i$ for each $i$, and $[J_i,(\mathbf U\times\mathbf V)_j]=i\,\varepsilon_{ijk}(\mathbf U\times\mathbf V)_k$ for all $i,j$.

The intermediate results hold for any rank-2 tensor operator $T$, whether or not it is a product: the trace $T_{jj}$ is a scalar operator, the contraction $\varepsilon_{jkl}T_{kl}$ is a vector operator, and $\tfrac12(T_{jk}+T_{kj})-\tfrac13\delta_{jk}T_{ll}$ is a tensor operator that is symmetric and traceless. Three corollaries are also proved. The triple product $\mathbf U\cdot(\mathbf V\times\mathbf W)$ of vector operators commutes with every $J_i$. The product $SV_j$ of a scalar operator and a vector operator is a vector operator. The combination $\tfrac12(\mathbf U\times\mathbf V-\mathbf V\times\mathbf U)$ is a vector operator.

## Derivation

**Leibniz rule.** Adding and subtracting $bac$,
$$[a,bc]=abc-bca=(ab-ba)c+b(ac-ca)=[a,b]\,c+b\,[a,c].$$
The factors $b$ and $c$ keep their order.

**Outer product.** Put $T_{jk}=U_jV_k$. Then
$$[J_i,U_jV_k]=[J_i,U_j]V_k+U_j[J_i,V_k]=i\,\varepsilon_{ijl}U_lV_k+i\,\varepsilon_{ikl}U_jV_l ,$$
which is the tensor rule. Only complex numbers were moved past operators.

**Trace.** For any tensor operator, setting $k=j$ and summing gives
$$[J_i,T_{jj}]=i\,\varepsilon_{ijl}T_{lj}+i\,\varepsilon_{ijl}T_{jl}.$$
Exchanging the names of the dummy indices $j$ and $l$ turns the first term into $i\,\varepsilon_{ilj}T_{jl}=-i\,\varepsilon_{ijl}T_{jl}$, which cancels the second. No symmetry of $T$ is used.

**Contraction with $\varepsilon$.** Let $D_j=\varepsilon_{jkl}T_{kl}$. The tensor rule gives
$$[J_i,D_j]=i\,\varepsilon_{jkl}\varepsilon_{ikm}T_{ml}+i\,\varepsilon_{jkl}\varepsilon_{ilm}T_{km}.$$
Use $\varepsilon_{nab}\varepsilon_{ncd}=\delta_{ac}\delta_{bd}-\delta_{ad}\delta_{bc}$ after cycling the shared index to the front. In the first term,
$$\varepsilon_{klj}\varepsilon_{kmi}T_{ml}=(\delta_{lm}\delta_{ji}-\delta_{li}\delta_{jm})T_{ml}=\delta_{ij}T_{ll}-T_{ji}.$$
In the second,
$$\varepsilon_{ljk}\varepsilon_{lmi}T_{km}=(\delta_{jm}\delta_{ki}-\delta_{ji}\delta_{km})T_{km}=T_{ij}-\delta_{ij}T_{kk}.$$
The traces cancel and $[J_i,D_j]=i\,(T_{ij}-T_{ji})$. The right-hand side of the vector rule is
$$i\,\varepsilon_{ijk}D_k=i\,\varepsilon_{kij}\varepsilon_{kmn}T_{mn}=i\,(\delta_{im}\delta_{jn}-\delta_{in}\delta_{jm})T_{mn}=i\,(T_{ij}-T_{ji}),$$
the same expression.

**Symmetric traceless part.** The transposed array $T'_{jk}=T_{kj}$ obeys
$$[J_i,T'_{jk}]=i\,\varepsilon_{ikl}T_{lj}+i\,\varepsilon_{ijl}T_{kl}=i\,\varepsilon_{ijl}T'_{lk}+i\,\varepsilon_{ikl}T'_{jl},$$
so it is a tensor operator. For a scalar operator $S$, the array $\delta_{jk}S$ has zero commutator with $J_i$, and the right-hand side of the tensor rule is $i\,(\varepsilon_{ijk}+\varepsilon_{ikj})S=0$, so it is one too. The rule is linear in $T$, and $S=T_{ll}$ is scalar by the trace step, so the combination $\tfrac12(T+T')-\tfrac13\delta\,T_{ll}$ is a tensor operator. It is symmetric by inspection and its trace is $T_{ll}-3\cdot\tfrac13T_{ll}=0$.

**Main result and corollaries.** For $T_{jk}=U_jV_k$ the trace is $\mathbf U\cdot\mathbf V$ and the contraction is $\mathbf U\times\mathbf V$, which gives both claims. Since $\mathbf V\times\mathbf W$ is a vector operator, the first claim applied to the pair $\mathbf U$, $\mathbf V\times\mathbf W$ gives the triple product. For the scalar multiple, $[J_i,SV_j]=[J_i,S]V_j+S[J_i,V_j]=i\,\varepsilon_{ijk}SV_k$. The antisymmetrised product is half the difference of two vector operators, and the vector rule is linear.

**Spin one half.** From $\sigma_i\sigma_j=\delta_{ij}+i\,\varepsilon_{ijk}\sigma_k$ one gets $[\sigma_i/2,\sigma_j]=i\,\varepsilon_{ijk}\sigma_k$, then $\sigma_j\sigma_j=3$, and $\varepsilon_{jkl}\sigma_k\sigma_l=i\,\varepsilon_{jkl}\varepsilon_{klm}\sigma_m=2i\,\sigma_j$.

## What the formal version assumes

The operators are elements of a type `A` with `[Ring A] [Algebra ℂ A]`: they can be added, multiplied associatively and scaled by complex numbers, and nothing makes them commute. The dimension of `A` is unrestricted. A triple of operators is a function `Fin 3 → A`, with the indices $0,1,2$ standing for $x,y,z$. The symbol `eps` is a table of 27 complex numbers with $\varepsilon_{012}=1$, which fixes the handedness, and `I` is the imaginary unit. The commutator $[a,b]$ is `ad a b`, where `ad a` is a complex-linear map sending `b` to `a * b - b * a`.

The predicates `IsScalarOp`, `IsVectorOp` and `IsTensorOp` are the three commutation rules above, with the sign $+i$ and $\hbar=1$. For instance `IsVectorOp J V` requires `ad (J i) (V j) = I • ∑ k, eps i j k • V k` for all `i` and `j`. The definitions `dot`, `cross` and `outer` keep `U` to the left of `V`; `tensorTrace`, `dual` and `symTraceless` are the trace, the $\varepsilon$-contraction and the symmetric traceless combination of an arbitrary array.

The main theorem has two hypotheses, `hU : IsVectorOp J U` and `hV : IsVectorOp J V`. They are assumed, and apart from the Pauli case they are not derived for any particular physical operators such as $\mathbf r$, $\mathbf p$ or $\mathbf L$. No relation among the $J_i$ is required, and none between $\mathbf U$ and $\mathbf V$. The angular momentum relations $[J_i,J_j]=i\,\varepsilon_{ijk}J_k$ are exactly `IsVectorOp J J`; when they hold, the choice $\mathbf U=\mathbf V=\mathbf J$ in the first conclusion says that $\mathbf J^2$ commutes with each $J_i$.

The setting is purely algebraic. There is no Hilbert space, no adjoint, no state and no spectrum, and the rules are the infinitesimal ones, with no finite rotation $e^{-i\theta\,\mathbf n\cdot\mathbf J}$. Every product is defined everywhere, so unbounded operators are covered only when they are regarded as maps of a common invariant domain into itself. Only commutators with $\mathbf J$ enter, so polar and axial vectors are not distinguished, and the triple product counts as a scalar operator whatever its parity.

Three physical readings go beyond the theorems and are offered without formal proof. First, if all $U_k$ and $V_l$ are Hermitian then $(\mathbf U\times\mathbf V)_j^\dagger=-(\mathbf V\times\mathbf U)_j$, so the antisymmetrised product is Hermitian; it is the ordering $\tfrac12(\mathbf p\times\mathbf L-\mathbf L\times\mathbf p)$ that appears in the Runge–Lenz operator of the Coulomb problem. Second, the trace, the contraction and the symmetric traceless part are the $\ell=0,1,2$ components of a rank-2 tensor, with at most $1+3+5$ linearly independent entries, but irreducibility and the passage to spherical components are not treated. Third, selection rules and matrix elements of the Wigner–Eckart kind need representations of $\mathbf J$, which are absent.

The theorem `pauli_witness` works in `Matrix (Fin 2) (Fin 2) ℂ`. It states that `pauli` is a vector operator for `spinHalf`, that `dot pauli pauli` is three times the identity, and that `cross pauli pauli j = (2 * I) • pauli j`. This is an instance with noncommuting components in which both conclusions can be read off: a multiple of the identity commutes with everything, and $2i\boldsymbol\sigma$ is a multiple of a vector operator.

## The file

In Lean 4 with Mathlib:

```lean
import Mathlib

open Complex

namespace VectorOperators

noncomputable section

variable {A : Type*} [Ring A] [Algebra ℂ A]

/-- The Levi-Civita symbol `ε_ijk`, with `ε_012 = 1`. -/
def eps : Fin 3 → Fin 3 → Fin 3 → ℂ :=
  ![![![0, 0, 0], ![0, 0, 1], ![0, -1, 0]],
    ![![0, 0, -1], ![0, 0, 0], ![1, 0, 0]],
    ![![0, 1, 0], ![-1, 0, 0], ![0, 0, 0]]]

/-- The commutator with a fixed operator, `b ↦ [a, b] = ab - ba`, as a complex-linear map. -/
def ad (a : A) : A →ₗ[ℂ] A where
  toFun b := a * b - b * a
  map_add' := by
    intros
    simp only [mul_add, add_mul]
    abel
  map_smul' := by
    intros
    simp only [mul_smul_comm, smul_mul_assoc, smul_sub, RingHom.id_apply]

/-- `S` is a scalar operator for `J`: `[J_i, S] = 0` for every `i`. -/
def IsScalarOp (J : Fin 3 → A) (S : A) : Prop :=
  ∀ i, ad (J i) S = 0

/-- `V` is a vector operator for `J`: `[J_i, V_j] = i ε_ijk V_k`. -/
def IsVectorOp (J V : Fin 3 → A) : Prop :=
  ∀ i j, ad (J i) (V j) = I • ∑ k, eps i j k • V k

/-- `T` is a rank-2 Cartesian tensor operator for `J`:
`[J_i, T_jk] = i ε_ijl T_lk + i ε_ikl T_jl`. -/
def IsTensorOp (J : Fin 3 → A) (T : Fin 3 → Fin 3 → A) : Prop :=
  ∀ i j k, ad (J i) (T j k) = I • ∑ l, eps i j l • T l k + I • ∑ l, eps i k l • T j l

/-- The ordered dot product `U · V = U_j V_j`. -/
def dot (U V : Fin 3 → A) : A :=
  ∑ j, U j * V j

/-- The ordered cross product `(U × V)_j = ε_jkl U_k V_l`. -/
def cross (U V : Fin 3 → A) (j : Fin 3) : A :=
  ∑ k, ∑ l, eps j k l • (U k * V l)

/-- The ordered outer product `T_jk = U_j V_k`. -/
def outer (U V : Fin 3 → A) (j k : Fin 3) : A :=
  U j * V k

/-- The trace `T_jj` of a rank-2 array of operators. -/
def tensorTrace (T : Fin 3 → Fin 3 → A) : A :=
  ∑ j, T j j

/-- The contraction `ε_jkl T_kl` of a rank-2 array of operators. -/
def dual (T : Fin 3 → Fin 3 → A) (j : Fin 3) : A :=
  ∑ k, ∑ l, eps j k l • T k l

/-- The combination `(T_jk + T_kj)/2 - δ_jk T_ll / 3`. -/
def symTraceless (T : Fin 3 → Fin 3 → A) (j k : Fin 3) : A :=
  (1 / 2 : ℂ) • (T j k + T k j) - (if j = k then (1 / 3 : ℂ) else 0) • tensorTrace T

/-- The Pauli matrices `σ_x, σ_y, σ_z`. -/
def pauli : Fin 3 → Matrix (Fin 2) (Fin 2) ℂ :=
  ![!![0, 1; 1, 0], !![0, -I; I, 0], !![1, 0; 0, -1]]

/-- The spin-1/2 operators `σ_i / 2`. -/
def spinHalf (i : Fin 3) : Matrix (Fin 2) (Fin 2) ℂ :=
  (1 / 2 : ℂ) • pauli i

/-- The map `ad a` sends `b` to `ab - ba`. -/
theorem ad_apply (a b : A) : ad a b = a * b - b * a := rfl

/-- Leibniz rule: `[a, bc] = [a, b] c + b [a, c]`. -/
theorem ad_mul (a b c : A) : ad a (b * c) = ad a b * c + b * ad a c := by
  simp only [ad_apply]
  noncomm_ring

/-- The ordered outer product `U_j V_k` of two vector operators is a rank-2 tensor operator. -/
theorem isTensorOp_outer {J U V : Fin 3 → A} (hU : IsVectorOp J U) (hV : IsVectorOp J V) :
    IsTensorOp J (outer U V) := by
  intro i j k
  -- Leibniz rule, then the vector rule on each factor
  simp only [outer, ad_mul, hU i j, hV i k, Finset.sum_mul, Finset.mul_sum, smul_mul_assoc,
    mul_smul_comm]

/-- The trace of a rank-2 tensor operator is a scalar operator. -/
theorem IsTensorOp.trace_scalar {J : Fin 3 → A} {T : Fin 3 → Fin 3 → A}
    (hT : IsTensorOp J T) : IsScalarOp J (tensorTrace T) := by
  intro i
  simp only [tensorTrace, map_sum, hT i]
  -- the two index rotations cancel by antisymmetry of ε
  fin_cases i <;> simp [Fin.sum_univ_three, eps, smul_add]

/-- The contraction `ε_jkl T_kl` of a rank-2 tensor operator is a vector operator. -/
theorem IsTensorOp.dual_vector {J : Fin 3 → A} {T : Fin 3 → Fin 3 → A}
    (hT : IsTensorOp J T) : IsVectorOp J (dual T) := by
  intro i j
  simp only [dual, map_sum, map_smul, hT i]
  -- rotational invariance of ε, component by component
  fin_cases i <;> fin_cases j <;> simp [Fin.sum_univ_three, eps, smul_add] <;> module

/-- For a rank-2 tensor operator `T`, the combination `(T_jk + T_kj)/2 - δ_jk T_ll / 3` is a
rank-2 tensor operator, symmetric and traceless. -/
theorem IsTensorOp.symTraceless_tensor {J : Fin 3 → A} {T : Fin 3 → Fin 3 → A}
    (hT : IsTensorOp J T) :
    IsTensorOp J (symTraceless T) ∧ (∀ j k, symTraceless T j k = symTraceless T k j) ∧
      tensorTrace (symTraceless T) = 0 := by
  refine ⟨?_, ?_, ?_⟩
  · intro i j k
    -- the trace term commutes with J_i
    have h0 : ad (J i) (tensorTrace T) = 0 := hT.trace_scalar i
    simp only [symTraceless, map_sub, map_smul, map_add, hT i, h0]
    clear h0
    fin_cases i <;> fin_cases j <;> fin_cases k <;>
      simp [Fin.sum_univ_three, eps, smul_add, smul_sub] <;> module
  · intro j k
    have h : (if j = k then (1 / 3 : ℂ) else 0) = if k = j then (1 / 3 : ℂ) else 0 :=
      if_congr eq_comm rfl rfl
    unfold symTraceless
    rw [h, add_comm (T j k)]
  · simp only [tensorTrace, symTraceless, Fin.sum_univ_three, if_true]
    module

/-- If `U` and `V` are vector operators for `J`, then `U · V` commutes with every `J_i` and the
ordered cross product `U × V` is a vector operator for `J`. -/
theorem dot_commutes_and_cross_vector {J U V : Fin 3 → A}
    (hU : IsVectorOp J U) (hV : IsVectorOp J V) :
    (∀ i, J i * dot U V = dot U V * J i) ∧ IsVectorOp J (cross U V) := by
  -- U · V is the trace and U × V the ε-contraction of the tensor U_j V_k
  have hT := isTensorOp_outer hU hV
  refine ⟨fun i => ?_, hT.dual_vector⟩
  have h : ad (J i) (dot U V) = 0 := hT.trace_scalar i
  rw [ad_apply] at h
  exact sub_eq_zero.mp h

/-- The ordered triple product `U · (V × W)` of three vector operators commutes with every
`J_i`. -/
theorem triple_product_commutes {J U V W : Fin 3 → A}
    (hU : IsVectorOp J U) (hV : IsVectorOp J V) (hW : IsVectorOp J W) (i : Fin 3) :
    J i * dot U (cross V W) = dot U (cross V W) * J i :=
  (dot_commutes_and_cross_vector hU (dot_commutes_and_cross_vector hV hW).2).1 i

/-- A scalar operator times a vector operator, `S V_j`, is a vector operator. -/
theorem scalar_mul_vector {J V : Fin 3 → A} {S : A}
    (hS : IsScalarOp J S) (hV : IsVectorOp J V) : IsVectorOp J (fun j => S * V j) := by
  intro i j
  simp only [ad_mul, hS i, hV i j, zero_mul, zero_add, Finset.mul_sum, mul_smul_comm]

/-- The antisymmetrised cross product `(U × V - V × U)/2` of two vector operators is a vector
operator. -/
theorem antisymmetrised_cross_vector {J U V : Fin 3 → A}
    (hU : IsVectorOp J U) (hV : IsVectorOp J V) :
    IsVectorOp J (fun j => (1 / 2 : ℂ) • (cross U V j - cross V U j)) := by
  have h1 := (dot_commutes_and_cross_vector hU hV).2
  have h2 := (dot_commutes_and_cross_vector hV hU).2
  intro i j
  simp only [map_smul, map_sub, h1 i j, h2 i j, Fin.sum_univ_three]
  module

/-- The Pauli matrices form a vector operator for `J = σ/2`, with `σ · σ = 3` and
`σ × σ = 2i σ`. -/
theorem pauli_witness :
    IsVectorOp spinHalf pauli ∧
      dot pauli pauli = (3 : ℂ) • (1 : Matrix (Fin 2) (Fin 2) ℂ) ∧
      ∀ j, cross pauli pauli j = (2 * I) • pauli j := by
  refine ⟨?_, ?_, ?_⟩
  · intro i j
    rw [ad_apply]
    ext a b
    fin_cases i <;> fin_cases j <;> fin_cases a <;> fin_cases b <;>
      simp [spinHalf, pauli, eps, Fin.sum_univ_three] <;>
      norm_num [Complex.ext_iff]
  · rw [Matrix.one_fin_two]
    ext a b
    fin_cases a <;> fin_cases b <;>
      simp [dot, pauli, Fin.sum_univ_three] <;>
      norm_num [Complex.ext_iff]
  · intro j
    ext a b
    fin_cases j <;> fin_cases a <;> fin_cases b <;>
      simp [cross, pauli, eps, Fin.sum_univ_three] <;>
      norm_num [Complex.ext_iff]

end

end VectorOperators
```

```lean
#print axioms VectorOperators.dot_commutes_and_cross_vector
-- 'VectorOperators.dot_commutes_and_cross_vector' depends on axioms: [propext, Classical.choice, Quot.sound]
#print axioms VectorOperators.triple_product_commutes
-- 'VectorOperators.triple_product_commutes' depends on axioms: [propext, Classical.choice, Quot.sound]
#print axioms VectorOperators.scalar_mul_vector
-- 'VectorOperators.scalar_mul_vector' depends on axioms: [propext, Classical.choice, Quot.sound]
#print axioms VectorOperators.antisymmetrised_cross_vector
-- 'VectorOperators.antisymmetrised_cross_vector' depends on axioms: [propext, Classical.choice, Quot.sound]
```

## Notes on the proof

`ad_mul` is the Leibniz rule. After both sides are expanded into products, `noncomm_ring` checks the identity in a noncommutative ring, which is the cancellation of $bac$.

`isTensorOp_outer` follows the hand calculation term by term. It rewrites with `ad_mul`, inserts `hU i j` and `hV i k` for the two commutators, distributes the remaining factor over each sum with `Finset.sum_mul` and `Finset.mul_sum`, and pulls the complex coefficients out with `smul_mul_assoc` and `mul_smul_comm`. These are the only moves made, so the order of `U` and `V` is never touched. Once `ad` is known to be linear, this lemma and the Leibniz rule `ad_mul` it relies on are the steps of the main argument in which products of operators are manipulated; the three contraction lemmas are linear algebra in the nine entries of `T`.

In `IsTensorOp.trace_scalar`, linearity of `ad` lets `map_sum` carry the commutator inside the sum, and `hT i` replaces each commutator by the tensor rule. Where the hand argument relabels dummy indices, the formal one fixes `i` with `fin_cases`, writes out the sums with `Fin.sum_univ_three` and reads the table `eps`. For $i=x$ the diagonal commutators are $0$, $i\,(T_{zy}+T_{yz})$ and $-i\,(T_{yz}+T_{zy})$, and their sum vanishes.

`IsTensorOp.dual_vector` begins in the same way and then treats the nine pairs $(i,j)$. The identity for a product of two $\varepsilon$ symbols is never stated; evaluating the table case by case does its work. For $i=x$, $j=y$, both sides reduce to $i\,(T_{xy}-T_{yx})$, as in the general formula. What simplification leaves open is an equality of complex-linear combinations of entries of `T`, and `module` settles it by comparing coefficients.

`IsTensorOp.symTraceless_tensor` has three parts. In the first, `h0` records that the trace commutes with $J_i$, which removes the $\delta_{jk}$ term from the left-hand side, and the 27 index triples are then compared; the transposition argument and the cancellation $\varepsilon_{ijk}+\varepsilon_{ikj}=0$ occur implicitly in these cases. The second part uses the symmetry of the Kronecker delta, written as `if j = k then (1 / 3 : ℂ) else 0`, together with commutativity of addition. The third is the count $1-3\cdot\tfrac13=0$. Only the first part uses `hT`.

`dot_commutes_and_cross_vector` applies these lemmas to `hT := isTensorOp_outer hU hV`. The trace of `outer U V` is `dot U V` and its contraction is `cross U V` by unfolding the definitions, so `hT.dual_vector` is accepted directly as the second conclusion and `hT.trace_scalar i` as the vanishing of the commutator; `sub_eq_zero` turns $ab-ba=0$ into $ab=ba$.

`triple_product_commutes` feeds the second conclusion for `V`, `W` into the first conclusion for `U` and `cross V W`. `scalar_mul_vector` is `ad_mul` with the term containing `hS i` set to zero. `antisymmetrised_cross_vector` uses the main theorem in both orders, as `h1` and `h2`, and finishes by linearity.

`pauli_witness` does not go through the product formula for $\sigma_i\sigma_j$. It compares matrices entry by entry with `ext a b`, giving 36, 4 and 12 complex equations for the three claims, and any that survive simplification are split into real and imaginary parts by `Complex.ext_iff`.
